# A constant inversion operator restricts the Berry phase of one smooth periodic band to multiples of π

A band is represented here by a function $u$ from the real line to a complex inner product space, with its phase already chosen at every $k$. It is neither a projector nor a function on a circle, so smoothness, normalization and periodicity are separate hypotheses. The lattice constant is one, and the inner product is conjugate-linear in its first argument. The connection and the Berry phase are

$$A[u](k)=-\mathrm{Im}\langle u(k),u'(k)\rangle,\qquad \varphi[u]=\int_{-\pi}^{\pi}A[u](k)\,dk .$$

In Lean these are `berryConnection` and `berryPhase`, and `regauge θ u` is $e^{-i\theta}u$. The space `E` may be $\mathbb C^n$ or infinite-dimensional. No Hamiltonian appears: $u$ is given.

```lean
import Mathlib

open scoped Real
open Complex (I)

noncomputable section

namespace BerryPhasePolarization

variable {E : Type*} [NormedAddCommGroup E] [InnerProductSpace ℂ E]

/-- The Berry connection `-Im ⟨u, u'⟩` of a family of states `u(k)`. -/
def berryConnection (u : ℝ → E) (k : ℝ) : ℝ := -(inner ℂ (u k) (deriv u k)).im

/-- The Berry phase: the integral of the connection over the Brillouin zone `[-π, π]`. -/
def berryPhase (u : ℝ → E) : ℝ := ∫ k in (-π)..π, berryConnection u k

/-- The gauge change `u(k) ↦ exp(-iθ(k)) u(k)`. -/
def regauge (θ : ℝ → ℝ) (u : ℝ → E) (k : ℝ) : E := Complex.exp (-(θ k : ℂ) * I) • u k
```

For a single filled non-interacting band in one dimension, with $u$ the cell-periodic part of a normalized Bloch function chosen smooth and periodic in $k$, $\varphi/2\pi$ modulo one is the electronic polarization in units of its quantum, up to a sign convention. For smooth, periodic and normalized tight-binding states without orbital positions in the Fourier phases, it is the polarization obtained by placing every orbital at the origin of its cell; the actual positions add a further term. Gauge changes that close over the zone shift $\varphi/2\pi$ by integers, and for periodic $u$ an inversion operator independent of $k$ leaves only zero or one half modulo one. The examples of failure given below are short computations by hand that the Lean file does not contain.

## Continuously differentiable states

`ContDiff ℝ 1 u` says that the state vector, phase included, has a continuous derivative in $k$. By hand, this makes $A$ continuous, so integrals of sums can be split. The first lemma supplies that continuity to the later proofs.

```lean
/-- The connection of a continuously differentiable family of states is continuous. -/
theorem continuous_berryConnection {u : ℝ → E} (hu : ContDiff ℝ 1 u) :
    Continuous (berryConnection u) :=
  (Complex.continuous_im.comp
    (Continuous.inner (𝕜 := ℂ) hu.continuous (hu.continuous_deriv (by simp)))).neg
```

If $u$ were allowed to jump, a phase ramp undone by a sudden jump could add an arbitrary amount to the integral.

## Unit norm

The hypothesis `hn` says that each state carries total probability one. By the product rule,

$$(e^{-i\theta}u)'=e^{-i\theta}(u'-i\theta' u),$$

$$\langle e^{-i\theta}u,(e^{-i\theta}u)'\rangle=\langle u,u'\rangle-i\theta'\|u\|^2 .$$

Taking minus the imaginary part gives $A[e^{-i\theta}u]=A[u]+\theta'$ when $\|u\|=1$. In the proof, `h2` is the product rule, `he` cancels the phases, and `huu` inserts the norm.

```lean
/-- If `u` and `θ` are differentiable at `k` and `u(k)` has norm one, the gauge change adds `θ'(k)`
to the connection at `k`. -/
theorem berryConnection_regauge {u : ℝ → E} {θ : ℝ → ℝ} {k : ℝ}
    (hu : DifferentiableAt ℝ u k) (hn : ‖u k‖ = 1) (hθ : DifferentiableAt ℝ θ k) :
    berryConnection (regauge θ u) k = berryConnection u k + deriv θ k := by
  have ht := hθ.hasDerivAt
  generalize deriv θ k = t at ht ⊢
  have hθc : HasDerivAt (fun q : ℝ => (θ q : ℂ)) (t : ℂ) k := ht.ofReal_comp
  have harg : HasDerivAt (fun q : ℝ => -(θ q : ℂ) * I) (-(t : ℂ) * I) k :=
    hθc.fun_neg.mul_const I
  have h1 : HasDerivAt (fun q : ℝ => Complex.exp (-(θ q : ℂ) * I))
      (Complex.exp (-(θ k : ℂ) * I) * (-(t : ℂ) * I)) k := harg.cexp
  have h2 : HasDerivAt (regauge θ u) (Complex.exp (-(θ k : ℂ) * I) • deriv u k
      + (Complex.exp (-(θ k : ℂ) * I) * (-(t : ℂ) * I)) • u k) k :=
    h1.smul hu.hasDerivAt
  have he : (starRingEnd ℂ) (Complex.exp (-(θ k : ℂ) * I))
      * Complex.exp (-(θ k : ℂ) * I) = 1 := by
    rw [← Complex.exp_conj, ← Complex.exp_add]
    simp
  have huu : inner ℂ (u k) (u k) = (1 : ℂ) := by
    rw [inner_self_eq_norm_sq_to_K, hn]
    simp
  -- the phases cancel and only the derivative of θ survives
  have hin : inner ℂ (regauge θ u k) (Complex.exp (-(θ k : ℂ) * I) • deriv u k
      + (Complex.exp (-(θ k : ℂ) * I) * (-(t : ℂ) * I)) • u k)
      = inner ℂ (u k) (deriv u k) - (t : ℂ) * I := by
    simp only [regauge, inner_smul_left, inner_add_right, inner_smul_right, huu]
    linear_combination (inner ℂ (u k) (deriv u k) - (t : ℂ) * I) * he
  unfold berryConnection
  rw [h2.deriv, hin]
  simp only [Complex.sub_im, Complex.mul_im, Complex.ofReal_re, Complex.ofReal_im,
    Complex.I_im, Complex.I_re]
  ring
```

For a constant vector with $\|u\|^2=1/2$ and $\theta(k)=k$, the Berry phase would shift by $\pi$, which is not a multiple of $2\pi$.

## A gauge factor that closes over the zone

In `berryPhase_regauge`, `hper` requires $e^{i\theta}$ to be $2\pi$-periodic, so that the gauge change keeps a periodic state periodic. The angle $\theta$ itself may wind. Integrating the previous result gives

$$\varphi[e^{-i\theta}u]-\varphi[u]=\theta(\pi)-\theta(-\pi)=2\pi m,\qquad m\in\mathbb Z,$$

because $e^{i\theta(\pi)}=e^{i\theta(-\pi)}$. The proof obtains the first equality as `hshift`, from the fundamental theorem of calculus, and the second from `angle_sub_of_exp_eq`. Here $\theta$ is assumed C¹; periodicity of $u$ is not needed.

```lean
/-- Two equal phase factors have angles that differ by a multiple of `2π`. -/
theorem angle_sub_of_exp_eq {a b : ℝ}
    (h : Complex.exp ((a : ℂ) * I) = Complex.exp ((b : ℂ) * I)) :
    ∃ m : ℤ, a - b = 2 * π * m := by
  obtain ⟨m, hm⟩ := Complex.exp_eq_exp_iff_exists_int.mp h
  refine ⟨m, ?_⟩
  have h' := congrArg Complex.im hm
  simp at h'
  linarith

/-- Gauge invariance modulo `2π`: for normalized C¹ states and a C¹ angle `θ` with `exp(iθ)`
periodic over the zone, the gauge change shifts the Berry phase by a multiple of `2π`. -/
theorem berryPhase_regauge {u : ℝ → E} {θ : ℝ → ℝ} (hu : ContDiff ℝ 1 u)
    (hn : ∀ k, ‖u k‖ = 1) (hθ : ContDiff ℝ 1 θ)
    (hper : Function.Periodic (fun k => Complex.exp ((θ k : ℂ) * I)) (2 * π)) :
    ∃ m : ℤ, berryPhase (regauge θ u) - berryPhase u = 2 * π * m := by
  have hd : Differentiable ℝ θ := hθ.differentiable (by simp)
  have hc : Continuous (deriv θ) := hθ.continuous_deriv (by simp)
  have hf : berryConnection (regauge θ u) = fun k => berryConnection u k + deriv θ k :=
    funext fun k => berryConnection_regauge (hu.differentiable (by simp) k) (hn k) (hd k)
  have hshift : berryPhase (regauge θ u) = berryPhase u + (θ π - θ (-π)) := by
    unfold berryPhase
    rw [hf, intervalIntegral.integral_add
      ((continuous_berryConnection hu).intervalIntegrable _ _) (hc.intervalIntegrable _ _),
      intervalIntegral.integral_eq_sub_of_hasDerivAt (fun k _ => (hd k).hasDerivAt)
        (hc.intervalIntegrable _ _)]
  have h := hper (-π)
  rw [show -π + 2 * π = π by ring] at h
  obtain ⟨m, hm⟩ := angle_sub_of_exp_eq h
  exact ⟨m, by rw [hshift]; linarith⟩
```

With $\theta(k)=ck$ and $c$ not an integer, the shift is $2\pi c$.

## Inversion by a constant unitary

The hypothesis `hS` reads $u(-k)=e^{i\theta(k)}S\,u(k)$. Inversion carries the state at $k$ to the state at $-k$, up to a phase, as for a non-degenerate band. The type `E ≃ₗᵢ[ℂ] E` makes $S$ unitary, and $S$ does not depend on $k$. For tight-binding states without orbital positions in the Fourier phases, this is the case, up to a phase that $\theta$ absorbs, when inversion sends all orbitals of one cell into a single cell; otherwise the matrix of the inversion has relative phases that depend on $k$.

Set $w(k)=u(-k)$. Then $w'(k)=-u'(-k)$, so $A[w](k)=-A[u](-k)$. Also $w=e^{i\theta}Su$. Since $S$ is constant, $(Su)'=Su'$, and since it is unitary, $A[Su]=A[u]$. The gauge formula with $-\theta$ gives $A[w]=A[u]-\theta'$. Equating the two expressions,

$$A[u](k)+A[u](-k)=\theta'(k).$$

In the proof, `h1` is the invariance under $S$, `h2` the reflection, and `hfun` identifies the two forms of $w$. The next lemma integrates the identity over any interval.

```lean
/-- If normalized differentiable states obey `u(-k) = exp(iθ(k)) S u(k)` with `S` a constant
unitary and `θ` differentiable, then the connections at `k` and `-k` add up to `θ'(k)`. -/
theorem berryConnection_add_neg {u : ℝ → E} {θ : ℝ → ℝ} {S : E ≃ₗᵢ[ℂ] E}
    (hu : Differentiable ℝ u) (hn : ∀ k, ‖u k‖ = 1) (hθ : Differentiable ℝ θ)
    (hS : ∀ k, u (-k) = Complex.exp ((θ k : ℂ) * I) • S (u k)) (k : ℝ) :
    berryConnection u k + berryConnection u (-k) = deriv θ k := by
  let L : E →L[ℝ] E := (S.toContinuousLinearEquiv : E →L[ℂ] E).restrictScalars ℝ
  have hSu : HasDerivAt (fun q => S (u q)) (S (deriv u k)) k :=
    L.hasFDerivAt.comp_hasDerivAt k (hu k).hasDerivAt
  -- a constant unitary leaves the connection unchanged, reflection of k reverses it
  have h1 : berryConnection (fun q => S (u q)) k = berryConnection u k := by
    unfold berryConnection
    rw [hSu.deriv, S.inner_map_map]
  have h2 : berryConnection (fun q => u (-q)) k = -berryConnection u (-k) := by
    simp only [berryConnection, deriv_comp_neg, inner_neg_right, Complex.neg_im]
  have hfun : (fun q => u (-q)) = regauge (fun q => -θ q) (fun q => S (u q)) := by
    funext q
    simp [regauge, hS q]
  have h3 : deriv (fun q => -θ q) k = -deriv θ k := (hθ k).hasDerivAt.fun_neg.deriv
  rw [hfun, berryConnection_regauge hSu.differentiableAt (by rw [S.norm_map, hn])
    (hθ k).hasDerivAt.fun_neg.differentiableAt, h1, h3] at h2
  linarith

/-- For normalized C¹ states with `u(-k) = exp(iθ(k)) S u(k)`, `S` a constant unitary and `θ`
differentiable, the integrals of the connection at `k` and at `-k` over any interval add up to the
change of `θ`. -/
theorem integral_add_integral_neg {u : ℝ → E} {θ : ℝ → ℝ} {S : E ≃ₗᵢ[ℂ] E}
    (hu : ContDiff ℝ 1 u) (hn : ∀ k, ‖u k‖ = 1) (hθ : Differentiable ℝ θ)
    (hS : ∀ k, u (-k) = Complex.exp ((θ k : ℂ) * I) • S (u k)) (a b : ℝ) :
    (∫ k in a..b, berryConnection u k) + (∫ k in a..b, berryConnection u (-k))
      = θ b - θ a := by
  have hA := continuous_berryConnection hu
  have hA' : Continuous (fun k => berryConnection u (-k)) := hA.comp continuous_neg
  rw [← intervalIntegral.integral_add (hA.intervalIntegrable _ _) (hA'.intervalIntegrable _ _)]
  refine intervalIntegral.integral_eq_sub_of_hasDerivAt (fun k _ => ?_)
    ((hA.add hA').intervalIntegrable _ _)
  have h := (hθ k).hasDerivAt
  rwa [← berryConnection_add_neg (hu.differentiable (by simp)) hn hθ hS k] at h
```

Constancy matters. The state $(\cos\alpha,\ e^{ik}\sin\alpha)$ satisfies the relation with $\theta=0$ and the $k$-dependent unitary $\mathrm{diag}(1,e^{-2ik})$, yet its Berry phase is $-2\pi\sin^2\alpha$, which for $\alpha=\pi/6$ is $-\pi/2$.

## States that repeat after one zone

In `berryPhase_quantized`, `hper` is $u(k+2\pi)=u(k)$. This fixes a Bloch convention: tight-binding states without orbital positions in the Fourier phases satisfy it when their phase is chosen periodically, while cell-periodic functions in continuous space generally acquire a position-dependent factor and are not covered.

Over the full zone the two integrals coincide, so $2\varphi=\theta(\pi)-\theta(-\pi)$. Put $v=u(\pi)=u(-\pi)$. The symmetry relation at the two edges gives

$$v=e^{i\theta(\pi)}Sv=e^{i\theta(-\pi)}Sv .$$

As $Sv\neq0$, the phase factors agree, so $2\varphi=2\pi m$ and $\varphi=\pi m$. The proof follows this order: `hsum`, the edge relations `h1` and `h2`, then `hv` to cancel the vector.

```lean
/-- Quantization by inversion: normalized, `2π`-periodic C¹ states with
`u(-k) = exp(iθ(k)) S u(k)`, `S` a constant unitary and `θ` differentiable, have a Berry phase
that is an integer multiple of `π`. -/
theorem berryPhase_quantized {u : ℝ → E} {θ : ℝ → ℝ} {S : E ≃ₗᵢ[ℂ] E}
    (hu : ContDiff ℝ 1 u) (hn : ∀ k, ‖u k‖ = 1) (hper : Function.Periodic u (2 * π))
    (hθ : Differentiable ℝ θ)
    (hS : ∀ k, u (-k) = Complex.exp ((θ k : ℂ) * I) • S (u k)) :
    ∃ m : ℤ, berryPhase u = π * m := by
  have hsum := integral_add_integral_neg hu hn hθ hS (-π) π
  rw [intervalIntegral.integral_comp_neg (f := berryConnection u), neg_neg] at hsum
  change berryPhase u + berryPhase u = _ at hsum
  -- the symmetry relation at both zone edges makes θ change by a multiple of 2π
  have hπ : u π = u (-π) := by
    have h := hper (-π)
    rwa [show -π + 2 * π = π by ring] at h
  have h1 := hS π
  have h2 := hS (-π)
  rw [hπ] at h1
  rw [neg_neg, hπ] at h2
  have hv : S (u (-π)) ≠ 0 := by
    rw [← norm_ne_zero_iff, S.norm_map, hn]
    exact one_ne_zero
  have h0 : (Complex.exp ((θ π : ℂ) * I) - Complex.exp ((θ (-π) : ℂ) * I))
      • S (u (-π)) = 0 := by
    rw [sub_smul, sub_eq_zero]
    exact h1.symm.trans h2
  obtain ⟨m, hm⟩ := angle_sub_of_exp_eq
    (sub_eq_zero.mp ((smul_eq_zero.mp h0).resolve_right hv))
  exact ⟨m, by linarith⟩
```

Without periodicity, $u(k)=e^{-ick}v$ with a constant unit vector $v$ satisfies the inversion relation for $S=1$ and $\theta(k)=2ck$, but has $\varphi=2\pi c$, which is not a multiple of $\pi$ unless $2c$ is an integer.

## A differentiable angle, and parities at two momenta

The hypothesis `hθ` means that $\theta$ is followed without branch jumps. Integrating from $0$ to $\pi$, the reflected integral covers $[-\pi,0]$, hence

$$\varphi=\theta(\pi)-\theta(0).$$

An angle wrapped back into a fixed interval could change the right-hand side by $2\pi$.

```lean
/-- For normalized C¹ states with `u(-k) = exp(iθ(k)) S u(k)`, `S` a constant unitary and `θ`
differentiable, the Berry phase is the change of `θ` from the zone centre to the zone edge `π`. -/
theorem berryPhase_eq_sub {u : ℝ → E} {θ : ℝ → ℝ} {S : E ≃ₗᵢ[ℂ] E}
    (hu : ContDiff ℝ 1 u) (hn : ∀ k, ‖u k‖ = 1) (hθ : Differentiable ℝ θ)
    (hS : ∀ k, u (-k) = Complex.exp ((θ k : ℂ) * I) • S (u k)) :
    berryPhase u = θ π - θ 0 := by
  have hA := continuous_berryConnection hu
  have hsum := integral_add_integral_neg hu hn hθ hS 0 π
  rw [intervalIntegral.integral_comp_neg (f := berryConnection u), neg_zero] at hsum
  have hsplit := intervalIntegral.integral_add_adjacent_intervals
    (hA.intervalIntegrable (μ := MeasureTheory.volume) (-π) 0) (hA.intervalIntegrable 0 π)
  unfold berryPhase
  linarith
```

Let $Su(0)=a\,u(0)$ and $Su(\pi)=b\,u(\pi)$, the hypotheses `ha` and `hb`. At both momenta $u(-q)=u(q)$, so the relation gives $e^{i\theta(0)}a=1$ and $e^{i\theta(\pi)}b=1$, which is `key` in the proof. Therefore $e^{i\varphi}b=a$. For parities $\pm1$, opposite signs mean that $\varphi/2\pi$ is one half modulo one; for tight-binding states, the term from the orbital positions must still be added to obtain the polarization.

```lean
/-- Parity criterion: let `u` be normalized, `2π`-periodic and C¹, with `u(-k) = exp(iθ(k)) S u(k)`,
`S` a constant unitary and `θ` differentiable. If `S` has eigenvalue `a` on `u(0)` and `b` on
`u(π)`, then the Berry phase `φ` satisfies `exp(iφ) b = a`. -/
theorem exp_berryPhase_mul_parity {u : ℝ → E} {θ : ℝ → ℝ} {S : E ≃ₗᵢ[ℂ] E} {a b : ℂ}
    (hu : ContDiff ℝ 1 u) (hn : ∀ k, ‖u k‖ = 1) (hper : Function.Periodic u (2 * π))
    (hθ : Differentiable ℝ θ)
    (hS : ∀ k, u (-k) = Complex.exp ((θ k : ℂ) * I) • S (u k))
    (ha : S (u 0) = a • u 0) (hb : S (u π) = b • u π) :
    Complex.exp ((berryPhase u : ℂ) * I) * b = a := by
  -- at an inversion-invariant momentum the phase factor inverts the parity
  have key : ∀ (q : ℝ) (c : ℂ), u (-q) = u q → S (u q) = c • u q →
      Complex.exp ((θ q : ℂ) * I) * c = 1 := by
    intro q c hq hc
    have h := hS q
    rw [hq, hc, smul_smul] at h
    have hv : u q ≠ 0 := by
      rw [← norm_ne_zero_iff, hn]
      exact one_ne_zero
    have h0 : (Complex.exp ((θ q : ℂ) * I) * c - 1) • u q = 0 := by
      rw [sub_smul, one_smul, sub_eq_zero]
      exact h.symm
    exact sub_eq_zero.mp ((smul_eq_zero.mp h0).resolve_right hv)
  have hπ : u (-π) = u π := by
    have h := hper (-π)
    rw [show -π + 2 * π = π by ring] at h
    exact h.symm
  have h1 := key 0 a (by rw [neg_zero]) ha
  have h2 := key π b hπ hb
  have h3 : Complex.exp ((berryPhase u : ℂ) * I) * Complex.exp ((θ 0 : ℂ) * I)
      = Complex.exp ((θ π : ℂ) * I) := by
    rw [← Complex.exp_add, berryPhase_eq_sub hu hn hθ hS]
    congr 1
    push_cast
    ring
  linear_combination (-(Complex.exp ((berryPhase u : ℂ) * I) * b)) * h1 + a * b * h3 + a * h2
```

## Two sites, by hand and on a grid

For $u(k)=(1,e^{ik})/\sqrt2$, we have $\langle u,u'\rangle=i/2$, so $A=-1/2$ and $\varphi=-\pi$. Exchanging the sites gives the inversion relation with $\theta(k)=-k$; the parities are $a=1$ and $b=-1$. `dimerState_witness` checks the hypotheses, and the last theorem evaluates $\theta(\pi)-\theta(0)$.

```lean
local notation "r₂" => (((Real.sqrt 2)⁻¹ : ℝ) : ℂ)

/-- The two-site Bloch state `(1, exp(ik))/√2`. -/
def dimerState (k : ℝ) : EuclideanSpace ℂ (Fin 2) := !₂[r₂, r₂ * Complex.exp ((k : ℂ) * I)]

/-- The unitary that exchanges the two sites. -/
def siteSwap : EuclideanSpace ℂ (Fin 2) ≃ₗᵢ[ℂ] EuclideanSpace ℂ (Fin 2) :=
  LinearIsometryEquiv.piLpCongrLeft 2 ℂ ℂ (Equiv.swap 0 1)

/-- The state `(1, exp(ik))/√2` is C¹, normalized and `2π`-periodic, and obeys the inversion
relation with the site exchange and `θ(k) = -k`. -/
theorem dimerState_witness :
    ContDiff ℝ 1 dimerState ∧ (∀ k, ‖dimerState k‖ = 1) ∧
    Function.Periodic dimerState (2 * π) ∧
    ∀ k : ℝ, dimerState (-k) = Complex.exp (((-k : ℝ) : ℂ) * I) • siteSwap (dimerState k) := by
  refine ⟨?_, fun k => ?_, fun k => ?_, fun k => ?_⟩
  · have hexp : ContDiff ℝ 1 (fun k : ℝ => Complex.exp ((k : ℂ) * I)) :=
      (Complex.ofRealCLM.contDiff.mul contDiff_const).cexp
    let v : EuclideanSpace ℂ (Fin 2) := !₂[0, r₂]
    let L : ℂ →L[ℝ] EuclideanSpace ℂ (Fin 2) :=
      (ContinuousLinearMap.toSpanSingleton ℂ v).restrictScalars ℝ
    have hf : dimerState = fun k : ℝ => !₂[r₂, 0] + L (Complex.exp ((k : ℂ) * I)) := by
      funext k
      change dimerState k = !₂[r₂, 0] + Complex.exp ((k : ℂ) * I) • !₂[0, r₂]
      ext i
      fin_cases i <;> simp [dimerState, mul_comm]
    rw [hf]
    exact contDiff_const.add (L.contDiff.comp hexp)
  · have hc : ‖r₂‖ ^ 2 = 1 / 2 := by
      rw [Complex.norm_real, Real.norm_eq_abs, sq_abs, inv_pow, Real.sq_sqrt (by norm_num)]
      norm_num
    have h : ‖dimerState k‖ ^ 2 = 1 := by
      rw [EuclideanSpace.norm_sq_eq, Fin.sum_univ_two]
      change ‖r₂‖ ^ 2 + ‖r₂ * Complex.exp ((k : ℂ) * I)‖ ^ 2 = 1
      rw [norm_mul, Complex.norm_exp_ofReal_mul_I, mul_one, hc]
      norm_num
    nlinarith [norm_nonneg (dimerState k)]
  · have h : Complex.exp (((k + 2 * π : ℝ) : ℂ) * I) = Complex.exp ((k : ℂ) * I) := by
      push_cast
      rw [add_mul, Complex.exp_add, Complex.exp_two_pi_mul_I, mul_one]
    simp only [dimerState, h]
  · have he : Complex.exp (((-k : ℝ) : ℂ) * I) * Complex.exp ((k : ℂ) * I) = 1 := by
      rw [← Complex.exp_add]
      simp
    ext i
    fin_cases i
    · change r₂ = Complex.exp (((-k : ℝ) : ℂ) * I) * (r₂ * Complex.exp ((k : ℂ) * I))
      linear_combination (-r₂) * he
    · change r₂ * Complex.exp (((-k : ℝ) : ℂ) * I) = Complex.exp (((-k : ℝ) : ℂ) * I) * r₂
      ring

/-- The state `(1, exp(ik))/√2` has Berry phase `-π`. -/
theorem berryPhase_dimerState : berryPhase dimerState = -π := by
  obtain ⟨hu, hn, -, hS⟩ := dimerState_witness
  have h := berryPhase_eq_sub (θ := fun k => -k) hu hn (by fun_prop) hS
  simpa using h

end BerryPhasePolarization
```

```lean
#print axioms BerryPhasePolarization.berryPhase_regauge
#print axioms BerryPhasePolarization.berryPhase_quantized
#print axioms BerryPhasePolarization.exp_berryPhase_mul_parity
#print axioms BerryPhasePolarization.berryPhase_dimerState
```

```
'BerryPhasePolarization.berryPhase_regauge' depends on axioms: [propext, Classical.choice, Quot.sound]
'BerryPhasePolarization.berryPhase_quantized' depends on axioms: [propext, Classical.choice, Quot.sound]
'BerryPhasePolarization.exp_berryPhase_mul_parity' depends on axioms: [propext, Classical.choice, Quot.sound]
'BerryPhasePolarization.berryPhase_dimerState' depends on axioms: [propext, Classical.choice, Quot.sound]
```

A numerical calculation can approximate the integral, modulo $2\pi$, by $-\arg\prod_j\langle u_j,u_{j+1}\rangle$ around a fine closed grid, where arbitrary phases at the grid points cancel. With four equally spaced points, each overlap of this state is $(1+i)/2$ and the product is $-1/4$, so the phase is $\pi$ modulo $2\pi$, in agreement with $-\pi$.
